# Unique density and screened linear response in the restricted mean-field Hubbard dimer with U ≥ 0

## Two sites and a feedback loop

Put two electrons of opposite spin on two sites with hopping $t=1$ and on-site repulsion $U=1$, treated in restricted mean field, and raise the energy of site 1 by a small bias $\delta$ relative to site 2. If the repulsion is at first left out, the occupation of site 1 minus that of site 2 is $D=-\delta$ to first order. This charge displacement produces an interaction bias $D/2$ that opposes $\delta$, so the response has to be recomputed from $\delta+D/2$. Repeating this from $D=0$ gives

$$0,\quad -\delta,\quad -\tfrac12\delta,\quad -\tfrac34\delta,\quad\ldots\;\longrightarrow\;-\tfrac23\delta .$$

The feedback has reduced the response from $-1$ to $-\tfrac23$. With $U=2$ the same procedure gives $0,-\delta,0,-\delta,\ldots$ and for $\delta\neq0$ never settles, although $D=-\tfrac12\delta$ solves the linear equation. The existence of a screened response and the convergence of the iteration towards it are separate questions.

## The mean-field equation

Let $\delta$ be the difference between the external site energies, and $D=n_1-n_2$ the difference between the site occupations. In the restricted mean-field treatment, two electrons of opposite spin share one orbital. Each electron feels the energy $Un_i/2$ on site $i$, because half of the density there has the opposite spin. The effective bias is therefore

$$x=\delta+\frac{UD}{2}.$$

Up to a constant, the one-electron Hamiltonian is

$$h=\begin{pmatrix}x/2&-t\\-t&-x/2\end{pmatrix},$$

with eigenvalues $\pm g(x)/2$, where $g(x)=\sqrt{x^2+4t^2}$ is the orbital splitting. In the lower orbital the occupation difference is $-x/g(x)$ per electron, so two electrons give

$$f(x)=-\frac{2x}{g(x)},\qquad D=f\!\left(\delta+\frac{UD}{2}\right).$$

## Three results for t > 0 and U ≥ 0

- For every $\delta$ the mean-field equation has exactly one solution $D(\delta)$.
- As $\delta\to0$ through nonzero values, $D(\delta)/\delta\to\chi$, where
$$\chi=-\frac{1/t}{1+U/(2t)}=-\frac{2}{U+2t}.$$
- For $\delta\neq0$, the linear iteration $D\mapsto-(\delta+UD/2)/t$ started from $0$ converges if and only if $U<2t$.

In density functional perturbation theory, too, a density response is determined self-consistently with the potential it induces; the dimer shows this feedback in a static, two-site mean-field model.

## Existence and uniqueness from a decreasing density

First, $f$ never increases. For $0\le a\le b$, the inequality $f(b)\le f(a)$ is equivalent to $a\,g(b)\le b\,g(a)$. Both sides are nonnegative, and squaring gives

$$a^2(b^2+4t^2)\le b^2(a^2+4t^2),$$

which reduces to $a^2\le b^2$. Since $f$ is odd, the case of two negative biases follows by reflection. For biases of opposite sign, the signs of $f$ decide.

Since $|x|\le g(x)$, we have $|f|\le2$. The continuous function $D-f(\delta+UD/2)$ is thus at most $0$ at $D=-2$ and at least $0$ at $D=2$, and it vanishes somewhere between.

Suppose that $a<b$ were both solutions. The effective bias belonging to $b$ is at least that belonging to $a$, because $U\ge0$. Since $f$ never increases, $b\le a$, a contradiction.

## The screened slope

Multiplying the mean-field equation by $g(x)$ gives $D\,g(x)=-2\delta-UD$, hence

$$D=-\frac{2\delta}{U+g(x)}.$$

This is exact, with $x$ still depending on $D$. Because $g(x)\ge2t$,

$$|D|\le\frac{2|\delta|}{U+2t}=|\chi\delta|.$$

The true mean-field density difference never exceeds its linear estimate in size. As $\delta\to0$ it follows that $D\to0$, then $x\to0$ and $g(x)\to2t$. Dividing the exact formula by $\delta$ gives the limit $-2/(U+2t)=\chi$.

## When the linear iteration converges

The slope of $f$ at zero is $-2/g(0)=-1/t$, which gives the linear update. Mix a fraction $\alpha>0$ of the new density with the old one:

$$D_{n+1}=(1-\alpha)D_n-\frac{\alpha}{t}\left(\delta+\frac{UD_n}{2}\right).$$

With $k=\alpha(1+U/(2t))$ this reads $D_{n+1}=(1-k)D_n-\alpha\delta/t$. Its fixed point is $\chi\delta$, since $k\chi\delta=-\alpha\delta/t$. Subtracting the fixed point gives

$$D_{n+1}-\chi\delta=(1-k)(D_n-\chi\delta),\qquad D_n=\chi\delta+(1-k)^n(D_0-\chi\delta).$$

Let $D_0\ne\chi\delta$. If $k<2$, then $|1-k|<1$ and the iteration converges to $\chi\delta$. If $k\ge2$, successive iterates differ by

$$|1-k|^n\,k\,|D_0-\chi\delta|\ge|D_0-\chi\delta|>0,$$

so they cannot converge. Setting $\alpha=1$ and $D_0=0$, which differs from $\chi\delta$ when $\delta\ne0$, turns $k<2$ into $U<2t$. For larger $U$, a sufficiently small $\alpha$ restores convergence of this linear cycle.

## How the Lean statements express the physics

All quantities are real numbers. `gap t x` is $g(x)$, `density t x` is $f(x)$, and `SelfConsistent t U δ D` is the mean-field equation. `screenedResponse t U` is $\chi$, and `mixStep` is the mixed linear update. The Hamiltonian does not appear in the code: the formula for the density difference enters as a definition. The sign convention is that a positive bias raises site 1 and so makes $D$ negative.

`selfConsistent_screening` provides a function `D` such that `SelfConsistent t U δ d ↔ d = D δ`, which expresses existence and uniqueness together. The filter `𝓝[≠] 0` lets the bias approach zero without equalling it.

In `linear_iteration_converges_iff`, `^[n]` denotes $n$ applications of the update, and convergence means that some real limit `L` exists. `mixing_converges_iff` also identifies the limit.

The statements concern the restricted mean-field model, not the exact two-electron ground state or spin-polarised solutions. The convergence criterion belongs to the linear update and not to the iteration of the full function $f$.

```lean
import Mathlib

open Filter Topology

namespace HubbardDimerScreening

noncomputable section

/-- Splitting of the two orbital energies of a dimer with hopping `t` and effective bias `x`. -/
def gap (t x : ℝ) : ℝ := √(x ^ 2 + 4 * t ^ 2)

/-- Density difference between the two sites at effective bias `x`, with both electrons in the
lower orbital. -/
def density (t x : ℝ) : ℝ := -2 * x / gap t x

/-- The restricted mean-field equation: the density difference `D` is the one produced by the
external bias `δ` plus the interaction bias `U D / 2`. -/
def SelfConsistent (t U δ D : ℝ) : Prop := D = density t (δ + U * D / 2)

/-- The screened static response: the bare response `-1/t` divided by `1 + U/(2t)`. -/
def screenedResponse (t U : ℝ) : ℝ := -(1 / t) / (1 + U / (2 * t))

/-- One step of the linearised self-consistency cycle, in which a fraction `α` of the new density
is mixed with the old one. -/
def mixStep (t U δ α D : ℝ) : ℝ := (1 - α) * D + α * (-(δ + U * D / 2) / t)

/-- The orbital splitting is at least `2t`. -/
theorem two_mul_le_gap (t x : ℝ) : 2 * t ≤ gap t x :=
  le_trans (le_abs_self _) (Real.abs_le_sqrt (by nlinarith [sq_nonneg x]))

/-- The screened response written as a single fraction. -/
theorem screenedResponse_eq {t U : ℝ} (ht : 0 < t) (hU : 0 ≤ U) :
    screenedResponse t U = -2 / (U + 2 * t) := by
  have hk : 1 + U / (2 * t) ≠ 0 := by positivity
  have hn : U + 2 * t ≠ 0 := by positivity
  unfold screenedResponse
  rw [div_eq_div_iff hk hn]
  linear_combination (-2) * (mul_inv_cancel₀ ht.ne')

/-- The density difference never increases when the effective bias is raised. -/
theorem density_antitone {t : ℝ} (ht : 0 < t) : Antitone (density t) := by
  have hpos : ∀ x, 0 < gap t x := fun x => by linarith [two_mul_le_gap t x]
  have hneg : ∀ a, gap t (-a) = gap t a := fun a => by simp [gap]
  -- for biases of one sign, compare squares
  have key : ∀ a b : ℝ, 0 ≤ a → a ≤ b → a * gap t b ≤ b * gap t a := by
    intro a b ha hab
    have hsq : a ^ 2 ≤ b ^ 2 := pow_le_pow_left₀ ha hab 2
    refine le_trans (le_abs_self _) (abs_le_of_sq_le_sq ?_
      (mul_nonneg (ha.trans hab) (hpos a).le))
    rw [mul_pow, mul_pow, gap, gap, Real.sq_sqrt (by positivity), Real.sq_sqrt (by positivity)]
    nlinarith [mul_le_mul_of_nonneg_right hsq (sq_nonneg t)]
  intro x y hxy
  have h : x * gap t y ≤ y * gap t x := by
    rcases le_total 0 x with hx | hx
    · exact key x y hx hxy
    · rcases le_total 0 y with hy | hy
      · exact (mul_nonpos_of_nonpos_of_nonneg hx (hpos y).le).trans (mul_nonneg hy (hpos x).le)
      · have h := key (-y) (-x) (by linarith) (by linarith)
        rw [hneg, hneg] at h
        linarith
  unfold density
  rw [div_le_div_iff₀ (hpos y) (hpos x)]
  linarith

/-- The bare response: the density difference has slope `-1/t` at zero effective bias. -/
theorem hasDerivAt_density {t : ℝ} (ht : 0 < t) : HasDerivAt (density t) (-1 / t) 0 := by
  have hs : √((0 : ℝ) ^ 2 + 4 * t ^ 2) = 2 * t := by
    rw [show (0 : ℝ) ^ 2 + 4 * t ^ 2 = (2 * t) ^ 2 by ring, Real.sqrt_sq (by positivity)]
  have h1 : HasDerivAt (fun x : ℝ => x ^ 2 + 4 * t ^ 2) 0 0 := by
    simpa using (hasDerivAt_pow 2 (0 : ℝ)).add_const (4 * t ^ 2)
  have h2 := h1.sqrt (by positivity)
  have h3 : HasDerivAt (fun x : ℝ => -2 * x) (-2) 0 :=
    ((hasDerivAt_id' (0 : ℝ)).const_mul (-2)).congr_deriv (by norm_num)
  have h := h3.fun_div h2 (by rw [hs]; positivity)
  refine h.congr_deriv ?_
  simp only [hs, zero_div, mul_zero, sub_zero]
  rw [div_eq_div_iff (by positivity) ht.ne']
  ring

/-- For every external bias the mean-field equation has exactly one solution. -/
theorem selfConsistent_existsUnique {t U : ℝ} (ht : 0 < t) (hU : 0 ≤ U) (δ : ℝ) :
    ∃! D, SelfConsistent t U δ D := by
  have hpos : ∀ x, 0 < gap t x := fun x => by linarith [two_mul_le_gap t x]
  have hg : Continuous (gap t) := by unfold gap; fun_prop
  have hc : Continuous (density t) :=
    (by fun_prop : Continuous fun x : ℝ => -2 * x).div hg (fun x => (hpos x).ne')
  have hb : ∀ x, -2 ≤ density t x ∧ density t x ≤ 2 := by
    intro x
    have hx : |x| ≤ gap t x := Real.abs_le_sqrt (by nlinarith [sq_nonneg t])
    obtain ⟨h1, h2⟩ := abs_le.mp hx
    unfold density
    exact ⟨by rw [le_div_iff₀ (hpos x)]; linarith, by rw [div_le_iff₀ (hpos x)]; linarith⟩
  have hf : Continuous (fun D : ℝ => D - density t (δ + U * D / 2)) :=
    continuous_id.sub (hc.comp (by fun_prop : Continuous fun D : ℝ => δ + U * D / 2))
  -- existence: the residual changes sign between -2 and 2
  have hmem : (0 : ℝ) ∈ Set.Icc (-2 - density t (δ + U * (-2) / 2))
      (2 - density t (δ + U * 2 / 2)) :=
    ⟨by linarith [(hb (δ + U * (-2) / 2)).1], by linarith [(hb (δ + U * 2 / 2)).2]⟩
  obtain ⟨D, _, hD⟩ :=
    intermediate_value_Icc (by norm_num : (-2 : ℝ) ≤ 2) hf.continuousOn hmem
  -- uniqueness: a larger density difference cannot produce a larger one
  have hlt : ∀ a b, SelfConsistent t U δ a → SelfConsistent t U δ b → ¬ a < b := by
    intro a b ha hb' hab
    have ha' : a = density t (δ + U * a / 2) := ha
    have hb'' : b = density t (δ + U * b / 2) := hb'
    have hx : δ + U * a / 2 ≤ δ + U * b / 2 := by
      linarith [mul_le_mul_of_nonneg_left hab.le hU]
    linarith [density_antitone ht hx]
  have hS : SelfConsistent t U δ D := sub_eq_zero.mp hD
  exact ⟨D, hS, fun E hE => le_antisymm (not_lt.mp (hlt D E hS hE)) (not_lt.mp (hlt E D hE hS))⟩

/-- A self-consistent density difference equals `-2δ/(U + gap)`, with the gap taken at the
effective bias, and its size is at most that given by the screened linear response. -/
theorem selfConsistent_response {t U δ D : ℝ} (ht : 0 < t) (hU : 0 ≤ U)
    (hD : SelfConsistent t U δ D) :
    D = -2 * δ / (U + gap t (δ + U * D / 2)) ∧ |D| ≤ |screenedResponse t U * δ| := by
  have hs := two_mul_le_gap t (δ + U * D / 2)
  have hpos : 0 < gap t (δ + U * D / 2) := by linarith
  have hden : 0 < U + gap t (δ + U * D / 2) := by linarith
  have hden' : 0 < U + 2 * t := by linarith
  have h1 : D * gap t (δ + U * D / 2) = -2 * (δ + U * D / 2) := (eq_div_iff hpos.ne').mp hD
  have h2 : D = -2 * δ / (U + gap t (δ + U * D / 2)) := by
    refine (eq_div_iff hden.ne').mpr ?_
    linear_combination h1
  refine ⟨h2, ?_⟩
  have habs : |(-2 : ℝ)| = 2 := by norm_num
  calc |D| = |-2 * δ / (U + gap t (δ + U * D / 2))| := congrArg abs h2
    _ = 2 * |δ| / (U + gap t (δ + U * D / 2)) := by
        rw [abs_div, abs_mul, abs_of_pos hden, habs]
    _ ≤ 2 * |δ| / (U + 2 * t) := by gcongr
    _ = |screenedResponse t U * δ| := by
        rw [screenedResponse_eq ht hU, abs_mul, abs_div, abs_of_pos hden', habs]
        ring

/-- Self-consistent screening: the mean-field equation defines one density difference `D δ` for
each bias `δ`, and `D δ / δ` tends to the screened response as the bias vanishes. -/
theorem selfConsistent_screening {t U : ℝ} (ht : 0 < t) (hU : 0 ≤ U) :
    ∃ D : ℝ → ℝ, (∀ δ d, SelfConsistent t U δ d ↔ d = D δ) ∧
      Tendsto (fun δ => D δ / δ) (𝓝[≠] 0) (𝓝 (-(1 / t) / (1 + U / (2 * t)))) := by
  have hex : ∀ δ, ∃ d, SelfConsistent t U δ d :=
    fun δ => (selfConsistent_existsUnique ht hU δ).exists
  choose D hD using hex
  refine ⟨D, fun δ d => ⟨fun h => (selfConsistent_existsUnique ht hU δ).unique h (hD δ),
    fun h => h ▸ hD δ⟩, ?_⟩
  -- the density difference, and with it the effective bias, vanishes with δ
  have hlin : Tendsto (fun δ : ℝ => |screenedResponse t U * δ|) (𝓝 0) (𝓝 0) := by
    have h : Continuous (fun δ : ℝ => |screenedResponse t U * δ|) := by fun_prop
    simpa using h.tendsto 0
  have hD0 : Tendsto D (𝓝 0) (𝓝 0) :=
    squeeze_zero_norm (fun δ => (selfConsistent_response ht hU (hD δ)).2) hlin
  have hx : Tendsto (fun δ => δ + U * D δ / 2) (𝓝 0) (𝓝 0) := by
    have h : Tendsto (fun δ => δ + U * D δ / 2) (𝓝 0) (𝓝 (0 + U * 0 / 2)) :=
      tendsto_id.add ((hD0.const_mul U).div_const 2)
    simpa using h
  have hg : Continuous (gap t) := by unfold gap; fun_prop
  have hg0 : gap t 0 = 2 * t := by
    rw [gap, show (0 : ℝ) ^ 2 + 4 * t ^ 2 = (2 * t) ^ 2 by ring, Real.sqrt_sq (by positivity)]
  have hgap : Tendsto (fun δ => gap t (δ + U * D δ / 2)) (𝓝 0) (𝓝 (2 * t)) := by
    rw [← hg0]
    exact (hg.tendsto 0).comp hx
  have hlim : Tendsto (fun δ => -2 / (U + gap t (δ + U * D δ / 2))) (𝓝 0)
      (𝓝 (-2 / (U + 2 * t))) :=
    tendsto_const_nhds.div (tendsto_const_nhds.add hgap) (by positivity)
  change Tendsto _ _ (𝓝 (screenedResponse t U))
  rw [screenedResponse_eq ht hU]
  refine (hlim.mono_left nhdsWithin_le_nhds).congr' ?_
  filter_upwards [self_mem_nhdsWithin] with δ hδ
  have hδ' : δ ≠ 0 := hδ
  rw [eq_div_iff hδ', div_mul_eq_mul_div]
  exact (selfConsistent_response ht hU (hD δ)).1.symm

/-- Each mixed step multiplies the deviation from the linear-response density by
`1 - α (1 + U/(2t))`. -/
theorem mixStep_error {t U : ℝ} (ht : 0 < t) (hU : 0 ≤ U) (δ α D : ℝ) :
    mixStep t U δ α D - screenedResponse t U * δ =
      (1 - α * (1 + U / (2 * t))) * (D - screenedResponse t U * δ) := by
  have hne : 1 + U / (2 * t) ≠ 0 := by positivity
  have hk : screenedResponse t U * (1 + U / (2 * t)) = -(1 / t) := div_mul_cancel₀ _ hne
  unfold mixStep
  linear_combination (-α * δ) * hk

/-- Started away from the linear-response density, the mixed iteration converges exactly when
`α (1 + U/(2t)) < 2`, and its limit is then the linear-response density. -/
theorem mixing_converges_iff {t U δ α D₀ : ℝ} (ht : 0 < t) (hU : 0 ≤ U) (hα : 0 < α)
    (h₀ : D₀ ≠ screenedResponse t U * δ) :
    ((∃ L, Tendsto (fun n => (mixStep t U δ α)^[n] D₀) atTop (𝓝 L)) ↔
      α * (1 + U / (2 * t)) < 2) ∧
    (α * (1 + U / (2 * t)) < 2 →
      Tendsto (fun n => (mixStep t U δ α)^[n] D₀) atTop (𝓝 (screenedResponse t U * δ))) := by
  have hk : 0 < α * (1 + U / (2 * t)) := by positivity
  have herr := mixStep_error ht hU δ α
  generalize screenedResponse t U * δ = c at *
  generalize α * (1 + U / (2 * t)) = k at *
  have ha : ∀ n, (mixStep t U δ α)^[n] D₀ = c + (1 - k) ^ n * (D₀ - c) := by
    intro n
    induction n with
    | zero => simp
    | succ n ih =>
      rw [Function.iterate_succ_apply']
      have h := herr ((mixStep t U δ α)^[n] D₀)
      rw [pow_succ]
      linear_combination h + (1 - k) * ih
  have hconv : k < 2 → Tendsto (fun n => (mixStep t U δ α)^[n] D₀) atTop (𝓝 c) := by
    intro h
    have hr : |1 - k| < 1 := abs_lt.mpr ⟨by linarith, by linarith⟩
    have hl : Tendsto (fun n : ℕ => c + (1 - k) ^ n * (D₀ - c)) atTop
        (𝓝 (c + 0 * (D₀ - c))) :=
      ((tendsto_pow_atTop_nhds_zero_of_abs_lt_one hr).mul_const (D₀ - c)).const_add c
    rw [zero_mul, add_zero] at hl
    exact hl.congr (fun n => (ha n).symm)
  refine ⟨⟨?_, fun h => ⟨c, hconv h⟩⟩, hconv⟩
  rintro ⟨L, hL⟩
  by_contra hcon
  have hk2 : 2 ≤ k := not_lt.mp hcon
  -- successive iterates stay at least a fixed positive distance apart
  have hdiff := ((hL.comp (tendsto_add_atTop_nat 1)).sub hL).abs
  have hle : |D₀ - c| ≤ |L - L| := by
    refine ge_of_tendsto' hdiff ?_
    intro n
    change |D₀ - c| ≤ |(mixStep t U δ α)^[n + 1] D₀ - (mixStep t U δ α)^[n] D₀|
    have he : (mixStep t U δ α)^[n + 1] D₀ - (mixStep t U δ α)^[n] D₀ =
        ((1 - k) ^ n * (-k)) * (D₀ - c) := by
      rw [ha (n + 1), ha n, pow_succ]
      ring
    have h1 : 1 ≤ |1 - k| := by
      rw [abs_of_nonpos (by linarith)]
      linarith
    have h2 : 1 ≤ |1 - k| ^ n := one_le_pow₀ h1
    rw [he, abs_mul, abs_mul, abs_pow, abs_neg, abs_of_pos hk]
    have h3 : 1 ≤ |1 - k| ^ n * k := by nlinarith
    exact le_mul_of_one_le_left (abs_nonneg _) h3
  rw [sub_self, abs_zero] at hle
  exact absurd hle (not_le_of_gt (abs_pos.mpr (sub_ne_zero.mpr h₀)))

/-- For a nonzero bias, the unmixed linear iteration started from zero density difference
converges exactly when `U < 2t`. -/
theorem linear_iteration_converges_iff {t U δ : ℝ} (ht : 0 < t) (hU : 0 ≤ U) (hδ : δ ≠ 0) :
    (∃ L, Tendsto (fun n => (fun D : ℝ => -(δ + U * D / 2) / t)^[n] 0) atTop (𝓝 L)) ↔
      U < 2 * t := by
  have hstep : (fun D : ℝ => -(δ + U * D / 2) / t) = mixStep t U δ 1 := by
    funext D
    unfold mixStep
    ring
  have hχ : screenedResponse t U ≠ 0 := by
    rw [screenedResponse_eq ht hU]
    exact div_ne_zero (by norm_num) (by positivity)
  have hdiv : U / (2 * t) < 1 ↔ U < 2 * t := div_lt_one (by positivity)
  rw [hstep, (mixing_converges_iff ht hU one_pos (mul_ne_zero hχ hδ).symm).1, one_mul, ← hdiv]
  constructor <;> intro h <;> linarith

end

end HubbardDimerScreening
```

```lean
#print axioms HubbardDimerScreening.hasDerivAt_density
#print axioms HubbardDimerScreening.selfConsistent_screening
#print axioms HubbardDimerScreening.linear_iteration_converges_iff
```

```
'HubbardDimerScreening.hasDerivAt_density' depends on axioms: [propext, Classical.choice, Quot.sound]
'HubbardDimerScreening.selfConsistent_screening' depends on axioms: [propext, Classical.choice, Quot.sound]
'HubbardDimerScreening.linear_iteration_converges_iff' depends on axioms: [propext, Classical.choice, Quot.sound]
```

## How the proof follows the derivation

`density_antitone` proves $a\,g(b)\le b\,g(a)$ for $0\le a\le b$ as `key`, by comparing squares, and then splits on the signs of the two biases. `hasDerivAt_density` differentiates the quotient at zero to obtain $-1/t$. It identifies the bare response and motivates the linear update, but the later proofs do not use it.

In `selfConsistent_existsUnique`, `hb` is the bound $|f|\le2$, `intermediate_value_Icc` supplies a solution, and `hlt` excludes two different ones.

`selfConsistent_response` clears the denominator and rearranges with `linear_combination`. Its `calc` block then replaces the gap by its lower bound $2t$, supplied by `two_mul_le_gap`.

For the limit, `selfConsistent_screening` uses `choose` to collect the solutions into a function. `squeeze_zero_norm` gives $D\to0$ from the linear bound, and continuity carries this to the effective bias and the gap. The quotient $D/\delta$ is replaced by the exact formula only at nonzero $\delta$.

`mixStep_error` is the one-step error relation. In `mixing_converges_iff`, `generalize` abbreviates the fixed point to `c` and the factor $\alpha(1+U/(2t))$ to `k`, and induction yields the closed form `ha`. The case $k<2$ uses the decay of powers. For $k\ge2$, a supposed limit would force the successive differences to zero, contradicting their lower bound $|D_0-\chi\delta|$. The final theorem rewrites the plain update as `mixStep` with `α = 1` and checks that zero is not the fixed point.
